# The imaginary part of the cotangent at a complex argument

For real x and y, the theorem states that the imaginary part of cot(x + iy) is −sinh y cosh y / (sin² x + sinh² y). This is an identity for a function of a complex variable, with no physical model or state in the statement. At the poles of the cotangent, where sin x = 0 and y = 0, it holds by Lean's convention that division by zero gives zero. The proof splits the cosine and sine of x + iy into real and imaginary parts, in `hc` and `hs`, then takes the imaginary part of their quotient and simplifies it with sin² x + cos² x = 1 and cosh² y = 1 + sinh² y.

The failing Lean file:

```lean
import Mathlib

open Filter
open scoped Real Topology

namespace CotIm

noncomputable section

/-- Imaginary part of the cotangent at the complex number `x + i y`. -/
theorem cot_im (x y : ℝ) :
    (Complex.cot ((x : ℂ) + (y : ℂ) * Complex.I)).im =
      -(Real.sinh y * Real.cosh y / (Real.sin x ^ 2 + Real.sinh y ^ 2)) := by
  have hc : Complex.cos ((x : ℂ) + (y : ℂ) * Complex.I) =
      ⟨Real.cos x * Real.cosh y, -(Real.sin x * Real.sinh y)⟩ := by
    rw [Complex.cos_add_mul_I]
    apply Complex.ext <;> simp
  have hs : Complex.sin ((x : ℂ) + (y : ℂ) * Complex.I) =
      ⟨Real.sin x * Real.cosh y, Real.cos x * Real.sinh y⟩ := by
    rw [Complex.sin_add_mul_I]
    apply Complex.ext <;> simp
  have h1 := Real.sin_sq_add_cos_sq x
  have hden : Real.sin x * Real.cosh y * (Real.sin x * Real.cosh y) +
      Real.cos x * Real.sinh y * (Real.cos x * Real.sinh y) =
      Real.sin x ^ 2 + Real.sinh y ^ 2 := by
    linear_combination Real.sin x ^ 2 * Real.cosh_sq y + Real.sinh y ^ 2 * h1
  rw [Complex.cot, hc, hs, Complex.div_im]
  simp only [Complex.normSq_mk]
  rw [hden, ← sub_div, ← neg_div]
  congr 1
  linear_combination -(Real.sinh y * Real.cosh y) * h1

end

end CotIm
```

Lean reports:

```
Main.lean:15:65: error: unsolved goals
case a
x y : ℝ
⊢ (Complex.cos ↑x).re = Real.cos x ∨ Real.cosh y = 0

case a
x y : ℝ
⊢ (Complex.sin ↑x).re * (Complex.sinh ↑y).re = Real.sin x * Real.sinh y
Main.lean:19:62: error: unsolved goals
case a
x y : ℝ
hc : Complex.cos (↑x + ↑y * Complex.I) = { re := Real.cos x * Real.cosh y, im := -(Real.sin x * Real.sinh y) }
⊢ (Complex.sin ↑x).re = Real.sin x ∨ Real.cosh y = 0

case a
x y : ℝ
hc : Complex.cos (↑x + ↑y * Complex.I) = { re := Real.cos x * Real.cosh y, im := -(Real.sin x * Real.sinh y) }
⊢ (Complex.cos ↑x).re * (Complex.sinh ↑y).re = Real.cos x * Real.sinh y
```

The change, after which it compiles:

```diff
@@ -12,12 +12,15 @@
     (Complex.cot ((x : ℂ) + (y : ℂ) * Complex.I)).im =
       -(Real.sinh y * Real.cosh y / (Real.sin x ^ 2 + Real.sinh y ^ 2)) := by
+  have r1 : (Complex.cos (x : ℂ)).re = Real.cos x := rfl
+  have r2 : (Complex.sin (x : ℂ)).re = Real.sin x := rfl
+  have r3 : (Complex.sinh (y : ℂ)).re = Real.sinh y := rfl
   have hc : Complex.cos ((x : ℂ) + (y : ℂ) * Complex.I) =
       ⟨Real.cos x * Real.cosh y, -(Real.sin x * Real.sinh y)⟩ := by
     rw [Complex.cos_add_mul_I]
-    apply Complex.ext <;> simp
+    apply Complex.ext <;> simp [r1, r2, r3]
   have hs : Complex.sin ((x : ℂ) + (y : ℂ) * Complex.I) =
       ⟨Real.sin x * Real.cosh y, Real.cos x * Real.sinh y⟩ := by
     rw [Complex.sin_add_mul_I]
-    apply Complex.ext <;> simp
+    apply Complex.ext <;> simp [r1, r2, r3]
   have h1 := Real.sin_sq_add_cos_sq x
   have hden : Real.sin x * Real.cosh y * (Real.sin x * Real.cosh y) +
```

Both errors report goals that `simp` left open after `Complex.ext` had split an equation into real and imaginary parts, first in `hc` and then in `hs`. In the real parts, `simp` cancelled the common factor `Real.cosh y`, which leaves a choice: either the other factors agree or `Real.cosh y = 0`. The first alternative is true, but `simp` did not rewrite `(Complex.cos ↑x).re` to `Real.cos x`, or `(Complex.sin ↑x).re` to `Real.sin x`. The imaginary parts stopped for the same reason, with `(Complex.sinh ↑y).re` also left as it was.

The repair states these three equalities as `r1`, `r2` and `r3`. Each is proved by `rfl`, since the two sides are equal by definition. Passed to both `simp` calls, they turn the leftover real parts into the real functions on the right. The first alternative then holds in each real-part goal, and the two sides match in each imaginary-part goal.
